# Two spinless periodic fermions with hopping $-t<0$ on a ring of at least three sites have a higher ground energy than two hard-core bosons

A hard-core constraint can be modelled as an infinite on-site repulsion or as a restriction on the allowed states. Here it is a restriction: boson wavefunctions $\psi(x,y)$ are symmetric and vanish at $x=y$, and hopping onto a site that the other boson occupies is projected out. The fermions are spinless: their wavefunctions are antisymmetric in the two positions and hop freely. They vanish at $x=y$ anyway, and the hopping preserves this, so the same projection would not change them.

With nearest-neighbour hopping amplitude $-t$, $t>0$, on $L$ sites, the ground energies are

$$E_B=-4t\cos(\pi/L),\qquad E_F=-4t\cos^2(\pi/L)\qquad(L\ge 2),$$

$$E_F-E_B=4t\cos(\pi/L)\,\bigl(1-\cos(\pi/L)\bigr)>0\qquad(L\ge 3).$$

At $L=2$ both neighbours are the same site, its hopping counts twice, and both energies are zero.

## Where free fermions stand in for bosons

A code that maps hard-core bosons on a periodic ring to free fermions, for instance to get a reference energy for a path-integral simulation, must choose the fermion boundary condition. For two particles without further interactions, keeping it periodic gives an energy that is too high by the gap above. The usual remedy at even particle number is an antiperiodic boundary, which is background here and plays no part in the proof.

## A positive pair state bounds the boson energy

Let $d=y-x$ modulo $L$, taken in $0,\dots,L-1$, and $\varphi(d)=\sin(\pi d/L)$. This is positive for $d\ne0$, and even because $\sin(\pi-\pi d/L)=\sin(\pi d/L)$. The sine formula also gives zero at $d=L$, so for every $d\neq 0$

$$\varphi(d+1)+\varphi(d-1)=2\cos(\pi/L)\,\varphi(d).$$

Of the four hops from $(x,y)$, two lead to separation $d+1$ and two to $d-1$. Hence $\varphi(y-x)$ is an eigenstate with energy $-4t\cos(\pi/L)$; its normalisation factor over ordered pairs is $\sqrt2/L$.

For any eigenstate $\psi$ with energy $E$, let $M>0$ be the largest value of $|\psi(x,y)|/\varphi(y-x)$ over $x\ne y$. At a maximising pair, the triangle inequality gives

$$|E|\,M\varphi(d)\le 2tM\bigl(\varphi(d+1)+\varphi(d-1)\bigr)=4t\cos(\pi/L)\,M\varphi(d),$$

so $E\ge-4t\cos(\pi/L)$.

## Two distinct modes fix the fermion energy

Fourier transforming $x$ to mode $k$ and $y$ to mode $q$ turns the eigenvalue equation into

$$E\,\hat\psi(k,q)=-2t\left(\cos\tfrac{2\pi k}{L}+\cos\tfrac{2\pi q}{L}\right)\hat\psi(k,q).$$

Some amplitude is non-zero because $\psi\ne0$, and antisymmetry gives $\hat\psi(k,k)=0$, so $k\neq q$ there. At least one mode is then non-zero and has cosine at most $\cos(2\pi/L)$; the other cosine is at most $1$. Their sum is at most $1+\cos(2\pi/L)=2\cos^2(\pi/L)$, hence $E\ge-4t\cos^2(\pi/L)$. The state $(e^{2\pi ix/L}-e^{2\pi iy/L})/(\sqrt2L)$, with modes 1 and 0, attains the bound.

Subtracting the energies gives the gap. It is positive for $L\ge3$ because then $0<\cos(\pi/L)<1$.

## Four sites with $t=1$

The pair function takes the values $0,\,1/\sqrt2,\,1,\,1/\sqrt2$. At $d=1$ the four neighbours sum to $2(1+0)=2$, so $E_B=-2/(1/\sqrt2)=-2\sqrt2\approx-2.828$. At $d=2$ they sum to $2\sqrt2$, which gives the same energy. The fermion modes have cosines $1,0,-1,0$, so $E_F=-2(1+0)=-2$. The periodic fermions are too high by about $0.828$.

## The Lean file

```lean
import Mathlib

open scoped Real

namespace HardCoreRing

noncomputable section

variable {L : ℕ} [NeZero L]

/-- Nearest-neighbour hopping of two particles on a periodic ring, with amplitude `-t`. -/
def hop (t : ℝ) (ψ : ZMod L → ZMod L → ℂ) (x y : ZMod L) : ℂ :=
  -(t : ℂ) * (ψ (x + 1) y + ψ (x - 1) y + ψ x (y + 1) + ψ x (y - 1))

/-- The same hopping, projected onto configurations without double occupancy. -/
def hardCoreHop (t : ℝ) (ψ : ZMod L → ZMod L → ℂ) (x y : ZMod L) : ℂ :=
  if x = y then 0 else hop t ψ x y

/-- Energies of two hard-core bosons: eigenvalues of the projected hopping on symmetric
wavefunctions that vanish when the particles coincide. -/
def bosonEnergies (L : ℕ) (t : ℝ) : Set ℝ :=
  {E | ∃ ψ : ZMod L → ZMod L → ℂ, ψ ≠ 0 ∧ (∀ x y, ψ y x = ψ x y) ∧ (∀ x, ψ x x = 0) ∧
    hardCoreHop t ψ = (E : ℂ) • ψ}

/-- Energies of two spinless periodic fermions: eigenvalues of the hopping on antisymmetric
wavefunctions. -/
def fermionEnergies (L : ℕ) (t : ℝ) : Set ℝ :=
  {E | ∃ ψ : ZMod L → ZMod L → ℂ, ψ ≠ 0 ∧ (∀ x y, ψ y x = -ψ x y) ∧
    hop t ψ = (E : ℂ) • ψ}

/-- The pair function `sin (π d / L)` of the separation `d = 0, ..., L - 1`. -/
def pairWave (d : ZMod L) : ℝ := Real.sin (π * (d.val : ℝ) / L)

/-- The plane wave `exp (2 π i x / L)` on the ring. -/
abbrev wave (L : ℕ) [NeZero L] : AddChar (ZMod L) ℂ := ZMod.stdAddChar

/-- The Fourier amplitude of a function on the ring in mode `k`. -/
def fourier (f : ZMod L → ℂ) (k : ZMod L) : ℂ := ∑ x, wave L (-(x * k)) * f x

/-- The pair function is positive at non-zero separation. -/
theorem pairWave_pos {d : ZMod L} (hd : d ≠ 0) : 0 < pairWave d := by
  have hL : (0 : ℝ) < L := Nat.cast_pos.mpr (NeZero.pos L)
  have h0 : d.val ≠ 0 := fun h => hd ((ZMod.val_eq_zero d).mp h)
  have h1 : (0 : ℝ) < d.val := Nat.cast_pos.mpr (Nat.pos_of_ne_zero h0)
  have h2 : (d.val : ℝ) < L := Nat.cast_lt.mpr (ZMod.val_lt d)
  refine Real.sin_pos_of_pos_of_lt_pi (div_pos (mul_pos Real.pi_pos h1) hL) ?_
  rw [div_lt_iff₀ hL]
  nlinarith [Real.pi_pos]

/-- At non-zero separation the pair function is even and satisfies the hopping recursion
with factor `2 cos (π / L)`. -/
theorem pairWave_step {d : ZMod L} (hd : d ≠ 0) : pairWave (-d) = pairWave d ∧
    pairWave (d + 1) + pairWave (d - 1) = 2 * Real.cos (π / L) * pairWave d := by
  have hL : (L : ℝ) ≠ 0 := Nat.cast_ne_zero.mpr (NeZero.ne L)
  -- the sine formula also holds at separation `L`, which is the same as `0`
  have val : ∀ n : ℕ, n ≤ L → pairWave (n : ZMod L) = Real.sin (π * (n : ℝ) / L) := by
    intro n hn
    rcases hn.lt_or_eq with h | h
    · rw [pairWave, ZMod.val_natCast_of_lt h]
    · rw [h, pairWave, ZMod.natCast_self, ZMod.val_zero, mul_div_cancel_right₀ _ hL]
      simp
  obtain ⟨m, hm, e⟩ : ∃ m : ℕ, m + 1 < L ∧ d = ((m + 1 : ℕ) : ZMod L) := by
    have h0 : d.val ≠ 0 := fun h => hd ((ZMod.val_eq_zero d).mp h)
    have h1 := ZMod.val_lt d
    refine ⟨d.val - 1, by omega, ?_⟩
    rw [Nat.sub_add_cancel (by omega), ZMod.natCast_zmod_val]
  have e0 : -d = ((L - (m + 1) : ℕ) : ZMod L) := by
    rw [Nat.cast_sub hm.le, ZMod.natCast_self, zero_sub, e]
  have e1 : d + 1 = ((m + 2 : ℕ) : ZMod L) := by rw [e]; push_cast; ring
  have e2 : d - 1 = (m : ZMod L) := by rw [e]; push_cast; ring
  constructor
  · rw [e0, e, val _ (by omega), val _ hm.le, Nat.cast_sub hm.le, mul_sub, sub_div,
      mul_div_cancel_right₀ _ hL, Real.sin_pi_sub]
  · rw [e1, e2, e, val _ (by omega), val m (by omega), val _ hm.le]
    have a : π * ((m + 2 : ℕ) : ℝ) / L = π * ((m + 1 : ℕ) : ℝ) / L + π / L := by
      push_cast; ring
    have b : π * (m : ℝ) / L = π * ((m + 1 : ℕ) : ℝ) / L - π / L := by
      push_cast; ring
    rw [a, b, Real.sin_add, Real.sin_sub]
    ring

/-- For `t > 0` and at least two sites, the ground energy of two hard-core bosons is
`-4 t cos (π / L)`. -/
theorem boson_ground {t : ℝ} (ht : 0 < t) (hL : 2 ≤ L) :
    IsLeast (bosonEnergies L t) (-(4 * t * Real.cos (π / L))) := by
  have : Fact (1 < L) := ⟨by omega⟩
  have z : pairWave (0 : ZMod L) = 0 := by simp [pairWave]
  constructor
  · refine ⟨fun x y => (pairWave (y - x) : ℂ), ?_, ?_, ?_, ?_⟩
    · intro h
      have h1 := congrFun (congrFun h 0) 1
      have h2 : pairWave ((1 : ZMod L) - 0) = 0 := Complex.ofReal_eq_zero.mp h1
      exact (pairWave_pos (by rw [sub_zero]; exact one_ne_zero)).ne' h2
    · intro x y
      by_cases h : x = y
      · rw [h]
      · have s := (pairWave_step (sub_ne_zero.mpr (Ne.symm h))).1
        rw [neg_sub] at s
        exact congrArg Complex.ofReal s
    · intro x
      simp [z]
    · funext x y
      by_cases h : x = y
      · simp [hardCoreHop, h, z]
      · have s := congrArg Complex.ofReal (pairWave_step (sub_ne_zero.mpr (Ne.symm h))).2
        simp only [Complex.ofReal_add, Complex.ofReal_mul, Complex.ofReal_ofNat] at s
        simp only [hardCoreHop, if_neg h, hop, Pi.smul_apply, smul_eq_mul,
          Complex.ofReal_neg, Complex.ofReal_mul, Complex.ofReal_ofNat]
        rw [show y - (x + 1) = y - x - 1 by ring, show y - (x - 1) = y - x + 1 by ring,
          show y + 1 - x = y - x + 1 by ring, show y - 1 - x = y - x - 1 by ring]
        linear_combination (-2 * (t : ℂ)) * s
  · rintro E ⟨ψ, hne, -, hd, hE⟩
    -- compare with the positive state where the ratio of moduli is largest
    obtain ⟨⟨x, y⟩, hmax⟩ := Finite.exists_max
      (fun p : ZMod L × ZMod L => ‖ψ p.1 p.2‖ / pairWave (p.2 - p.1))
    obtain ⟨M, hM⟩ : ∃ M, M = ‖ψ x y‖ / pairWave (y - x) := ⟨_, rfl⟩
    have hb : ∀ a b, ‖ψ a b‖ ≤ M * pairWave (b - a) := by
      intro a b
      by_cases h : a = b
      · simp [h, hd, z]
      · rw [hM]
        exact (div_le_iff₀ (pairWave_pos (sub_ne_zero.mpr (Ne.symm h)))).mp (hmax (a, b))
    have hM0 : M ≠ 0 := by
      intro h
      apply hne
      funext a b
      have h1 := hb a b
      rw [h, zero_mul] at h1
      exact norm_le_zero_iff.mp h1
    have hxy : x ≠ y := fun h => hM0 (by rw [hM, h, hd, norm_zero, zero_div])
    have hφ := pairWave_pos (sub_ne_zero.mpr hxy.symm)
    have hψ : ‖ψ x y‖ = M * pairWave (y - x) := by rw [hM, div_mul_cancel₀ _ hφ.ne']
    have hMp : 0 < M := lt_of_le_of_ne (by rw [hM]; positivity) hM0.symm
    have h := congrArg norm (congrFun (congrFun hE x) y)
    simp only [hardCoreHop, if_neg hxy, hop, Pi.smul_apply, smul_eq_mul, norm_mul, norm_neg,
      Complex.norm_real, Real.norm_eq_abs, abs_of_pos ht] at h
    have b1 := hb (x + 1) y
    have b2 := hb (x - 1) y
    have b3 := hb x (y + 1)
    have b4 := hb x (y - 1)
    rw [show y - (x + 1) = y - x - 1 by ring] at b1
    rw [show y - (x - 1) = y - x + 1 by ring] at b2
    rw [show y + 1 - x = y - x + 1 by ring] at b3
    rw [show y - 1 - x = y - x - 1 by ring] at b4
    have s : M * pairWave (y - x + 1) + M * pairWave (y - x - 1)
        = 2 * Real.cos (π / L) * (M * pairWave (y - x)) := by
      linear_combination M * (pairWave_step (sub_ne_zero.mpr hxy.symm)).2
    have n1 := norm_add_le (ψ (x + 1) y + ψ (x - 1) y + ψ x (y + 1)) (ψ x (y - 1))
    have n2 := norm_add_le (ψ (x + 1) y + ψ (x - 1) y) (ψ x (y + 1))
    have n3 := norm_add_le (ψ (x + 1) y) (ψ (x - 1) y)
    have n4 : ‖ψ (x + 1) y + ψ (x - 1) y + ψ x (y + 1) + ψ x (y - 1)‖
        ≤ 4 * Real.cos (π / L) * (M * pairWave (y - x)) := by linarith
    have n5 := mul_le_mul_of_nonneg_left n4 ht.le
    rw [h, hψ] at n5
    have n6 : |E| ≤ 4 * t * Real.cos (π / L) :=
      le_of_mul_le_mul_right (by linarith) (mul_pos hMp hφ)
    linarith [neg_abs_le E]

/-- Opposite plane waves add up to twice a cosine. -/
theorem wave_add_neg (k : ZMod L) :
    wave L k + wave L (-k) = ((2 * Real.cos (2 * π * (k.val : ℝ) / L) : ℝ) : ℂ) := by
  have e : ∀ n : ℤ, wave L (n : ZMod L) = Complex.exp (2 * π * Complex.I * n / L) :=
    fun n => ZMod.stdAddChar_coe n
  have h : ((k.val : ℤ) : ZMod L) = k := by rw [Int.cast_natCast, ZMod.natCast_zmod_val]
  have h' : ((-(k.val : ℤ) : ℤ) : ZMod L) = -k := by rw [Int.cast_neg, h]
  have h1 := e k.val
  have h2 := e (-k.val)
  rw [h] at h1
  rw [h'] at h2
  rw [h1, h2, Complex.ofReal_mul, Complex.ofReal_cos, Complex.cos]
  push_cast
  ring_nf

/-- Every mode other than the zero mode has cosine at most `cos (2 π / L)`. -/
theorem cos_mode_le {k : ZMod L} (hk : k ≠ 0) :
    Real.cos (2 * π * (k.val : ℝ) / L) ≤ Real.cos (2 * π / L) := by
  have hL : (0 : ℝ) < L := Nat.cast_pos.mpr (NeZero.pos L)
  have key : ∀ r : ℝ, 1 ≤ r → 2 * r ≤ L →
      Real.cos (2 * π * r / L) ≤ Real.cos (2 * π / L) := by
    intro r h1 h2
    apply Real.cos_le_cos_of_nonneg_of_le_pi (by positivity)
    · rw [div_le_iff₀ hL]
      nlinarith [Real.pi_pos]
    · rw [div_le_iff₀ hL, div_mul_cancel₀ _ hL.ne']
      nlinarith [Real.pi_pos]
  have h0 : k.val ≠ 0 := fun h => hk ((ZMod.val_eq_zero k).mp h)
  have h1 : (1 : ℝ) ≤ k.val := by exact_mod_cast Nat.one_le_iff_ne_zero.mpr h0
  have h2 : (k.val : ℝ) + 1 ≤ L := by exact_mod_cast ZMod.val_lt k
  rcases le_total (2 * (k.val : ℝ)) L with h | h
  · exact key _ h1 h
  · -- reflect the mode to the other half of the Brillouin zone
    have s := key (L - k.val) (by linarith) (by linarith)
    rwa [mul_sub, sub_div, mul_div_cancel_right₀ _ hL.ne', Real.cos_two_pi_sub] at s

/-- Hopping to both neighbours is diagonal in Fourier space. -/
theorem fourier_hop (f : ZMod L → ℂ) (k : ZMod L) :
    fourier (fun x => f (x + 1) + f (x - 1)) k
      = (wave L k + wave L (-k)) * fourier f k := by
  have h1 : ∀ g : ZMod L → ℂ, ∑ x, wave L (-(x * k)) * g (x + 1)
      = wave L k * ∑ x, wave L (-(x * k)) * g x := by
    intro g
    have e := Equiv.sum_comp (Equiv.addRight (1 : ZMod L))
      (fun x => wave L (-(x * k)) * g x)
    simp only [Equiv.coe_addRight] at e
    rw [← e, Finset.mul_sum]
    refine Finset.sum_congr rfl fun x _ => ?_
    rw [show -(x * k) = k + -((x + 1) * k) by ring, AddChar.map_add_eq_mul]
    ring
  have h2 := h1 (fun x => f (x - 1))
  simp only [add_sub_cancel_right] at h2
  have hu : wave L (-k) * wave L k = 1 := by
    rw [← AddChar.map_add_eq_mul, neg_add_cancel, AddChar.map_zero_eq_one]
  simp only [fourier, mul_add, Finset.sum_add_distrib]
  linear_combination h1 f - wave L (-k) * h2 - (∑ x, wave L (-(x * k)) * f (x - 1)) * hu

/-- For `t > 0` and at least two sites, the ground energy of two spinless periodic fermions
is `-4 t cos² (π / L)`. -/
theorem fermion_ground {t : ℝ} (ht : 0 < t) (hL : 2 ≤ L) :
    IsLeast (fermionEnergies L t) (-(4 * t * Real.cos (π / L) ^ 2)) := by
  have : Fact (1 < L) := ⟨by omega⟩
  have dbl : Real.cos (2 * π / L) = 2 * Real.cos (π / L) ^ 2 - 1 := by
    rw [mul_div_assoc, Real.cos_two_mul]
  constructor
  · -- one particle in mode 1, the other in mode 0
    refine ⟨fun x y => wave L x - wave L y, ?_, fun x y => by ring, ?_⟩
    · intro h
      have h1 : wave L 1 - wave L 0 = 0 := congrFun (congrFun h 1) 0
      exact one_ne_zero (ZMod.injective_stdAddChar (sub_eq_zero.mp h1))
    · have hc := wave_add_neg (1 : ZMod L)
      rw [ZMod.val_one, Nat.cast_one, mul_one, dbl] at hc
      simp only [Complex.ofReal_mul, Complex.ofReal_sub, Complex.ofReal_pow,
        Complex.ofReal_ofNat, Complex.ofReal_one] at hc
      funext x y
      have p : ∀ a : ZMod L, wave L (a + 1) = wave L a * wave L 1 :=
        fun a => AddChar.map_add_eq_mul _ _ _
      have m : ∀ a : ZMod L, wave L (a - 1) = wave L a * wave L (-1) := fun a => by
        rw [sub_eq_add_neg, AddChar.map_add_eq_mul]
      simp only [hop, Pi.smul_apply, smul_eq_mul, p, m, Complex.ofReal_neg,
        Complex.ofReal_mul, Complex.ofReal_pow, Complex.ofReal_ofNat]
      linear_combination (-(t : ℂ) * (wave L x - wave L y)) * hc
  · rintro E ⟨ψ, hne, ha, hE⟩
    have hp := fun x y => congrFun (congrFun hE x) y
    simp only [hop, Pi.smul_apply, smul_eq_mul] at hp
    have inj : ∀ f : ZMod L → ℂ, (∀ k, fourier f k = 0) → f = 0 := by
      intro f h
      have h1 : ZMod.dft f = 0 := funext fun k => (ZMod.dft_apply f k).trans (h k)
      exact (LinearEquiv.map_eq_zero_iff _).mp h1
    -- some pair of modes is occupied
    obtain ⟨k, q, hF⟩ : ∃ k q, fourier (fun x => fourier (ψ x) q) k ≠ 0 := by
      by_contra hcon
      have h : ∀ k q, fourier (fun x => fourier (ψ x) q) k = 0 :=
        fun k q => by_contra fun h => hcon ⟨k, q, h⟩
      exact hne (funext fun x => inj _ fun q => congrFun (inj _ fun k => h k q) x)
    -- antisymmetry forbids equal modes
    have hkq : k ≠ q := by
      rintro rfl
      have s : fourier (fun x => fourier (ψ x) k) k
          = -fourier (fun x => fourier (ψ x) k) k := by
        simp only [fourier, Finset.mul_sum]
        conv_lhs => rw [Finset.sum_comm]
        simp only [← Finset.sum_neg_distrib]
        refine Finset.sum_congr rfl fun a _ => Finset.sum_congr rfl fun b _ => ?_
        linear_combination (wave L (-(b * k)) * wave L (-(a * k))) * ha a b
      exact hF (by linear_combination s / 2)
    -- transform the eigenvalue equation in the second, then in the first position
    have hG : ∀ x, (E : ℂ) * fourier (ψ x) q = -(t : ℂ) * (fourier (ψ (x + 1)) q
        + fourier (ψ (x - 1)) q + (wave L q + wave L (-q)) * fourier (ψ x) q) := by
      intro x
      rw [← fourier_hop (ψ x) q]
      simp only [fourier, Finset.mul_sum, ← Finset.sum_add_distrib]
      refine Finset.sum_congr rfl fun y _ => ?_
      linear_combination (-wave L (-(y * q))) * hp x y
    have key : ∀ (g : ZMod L → ℂ) (c : ℂ),
        (∀ x, (E : ℂ) * g x = -(t : ℂ) * (g (x + 1) + g (x - 1) + c * g x)) →
        (E : ℂ) * fourier g k = -(t : ℂ) * (wave L k + wave L (-k) + c) * fourier g k := by
      intro g c h
      have s : (E : ℂ) * fourier g k = -(t : ℂ) *
          (fourier (fun x => g (x + 1) + g (x - 1)) k + c * fourier g k) := by
        simp only [fourier, Finset.mul_sum, ← Finset.sum_add_distrib]
        refine Finset.sum_congr rfl fun x _ => ?_
        linear_combination wave L (-(x * k)) * h x
      rw [s, fourier_hop]
      ring
    have hC := mul_right_cancel₀ hF (key _ _ hG)
    rw [wave_add_neg, wave_add_neg, ← Complex.ofReal_add, ← Complex.ofReal_neg,
      ← Complex.ofReal_mul] at hC
    have hR := Complex.ofReal_injective hC
    have hcos : Real.cos (2 * π * (k.val : ℝ) / L) + Real.cos (2 * π * (q.val : ℝ) / L)
        ≤ 2 * Real.cos (π / L) ^ 2 := by
      by_cases hk : k = 0
      · have hq : q ≠ 0 := fun h => hkq (hk.trans h.symm)
        linarith [cos_mode_le hq, Real.cos_le_one (2 * π * (k.val : ℝ) / L)]
      · linarith [cos_mode_le hk, Real.cos_le_one (2 * π * (q.val : ℝ) / L)]
    rw [hR]
    nlinarith [mul_le_mul_of_nonneg_left hcos ht.le]

/-- On a ring of at least three sites with `t > 0`, the ground energy of two spinless periodic
fermions exceeds that of two hard-core bosons by `4 t cos (π / L) (1 - cos (π / L))`, which is
positive. -/
theorem periodic_fermions_too_high {t EB EF : ℝ} (ht : 0 < t) (hL : 3 ≤ L)
    (hB : IsLeast (bosonEnergies L t) EB) (hF : IsLeast (fermionEnergies L t) EF) :
    EF - EB = 4 * t * Real.cos (π / L) * (1 - Real.cos (π / L)) ∧ EB < EF := by
  have h3 : (3 : ℝ) ≤ L := by exact_mod_cast hL
  have hL0 : (0 : ℝ) < L := by linarith
  have a0 : 0 < π / L := div_pos Real.pi_pos hL0
  have a1 : π / L < π / 2 := by
    rw [div_lt_iff₀ hL0]
    nlinarith [Real.pi_pos]
  have c0 : 0 < Real.cos (π / L) := Real.cos_pos_of_mem_Ioo ⟨by linarith, a1⟩
  have c1 : Real.cos (π / L) < 1 := by
    have h := Real.cos_lt_cos_of_nonneg_of_le_pi le_rfl (by linarith [Real.pi_pos]) a0
    rwa [Real.cos_zero] at h
  have eB := hB.unique (boson_ground ht (by omega))
  have eF := hF.unique (fermion_ground ht (by omega))
  have gap : EF - EB = 4 * t * Real.cos (π / L) * (1 - Real.cos (π / L)) := by
    rw [eB, eF]
    ring
  have pos : 0 < 4 * t * Real.cos (π / L) * (1 - Real.cos (π / L)) :=
    mul_pos (by positivity) (by linarith)
  exact ⟨gap, by linarith⟩

end

end HardCoreRing
```

```lean
#print axioms HardCoreRing.periodic_fermions_too_high
-- 'HardCoreRing.periodic_fermions_too_high' depends on axioms: [propext, Classical.choice, Quot.sound]
```

## What the definitions and lemmas establish

Sites are elements of `ZMod L`, which builds in the periodic boundary. `bosonEnergies` and `fermionEnergies` are sets of real eigenvalues with non-zero eigenfunctions, and `IsLeast` says that the stated energy belongs to the set and bounds it from below. The final theorem takes any least elements `EB` and `EF`, identifies them with the two formulas by uniqueness, and compares them.

`pairWave_pos` and `pairWave_step` supply the positivity, evenness and recursion of $\varphi$. In `boson_ground`, `Finite.exists_max` selects the maximising pair and three uses of `norm_add_le` give the triangle inequality. The maximum runs over all pairs, which is harmless because Lean sets $0/0=0$ at coincidence.

For fermions, `fourier_hop` shifts the summation index, `wave_add_neg` produces the cosines, and `cos_mode_le` reflects modes beyond $L/2$ to $L-k$. `fermion_ground` then cancels the non-zero amplitude with `mul_right_cancel₀`.

The theorems concern exactly two particles at zero temperature, with no interaction beyond the hard core. They say nothing about other even particle numbers or about the sampling error of a simulation.
